# Two four-neighbour environments with equal angular power spectra and different bispectra

## Coefficients, spectra and congruence

An environment is a central atom with $n$ neighbours, all of one species and all at unit distance in a plane. It is given by the neighbours' angles $\theta_j$, measured at the central atom, with $j = 0, \dots, n-1$. In Lean it is a function `θ : Fin n → ℝ`.

```lean
import Mathlib

open ComplexConjugate

namespace BispectrumSeparatesEnvironments

noncomputable section
```

For each integer order $m$, positive, zero or negative, the angular expansion coefficient is

$$c_m = \sum_j e^{i m \theta_j}.$$

It is the Fourier coefficient of a neighbour density made of sharp points, without smearing and without radial functions. No normalising factor is included, so $c_0 = n$.

```lean
/-- The angular expansion coefficient `c_m = ∑ exp(i m θ_j)` of neighbours at unit distance. -/
def coeff {n : ℕ} (θ : Fin n → ℝ) (m : ℤ) : ℂ :=
  ∑ j, Complex.exp ((m : ℂ) * ((θ j : ℂ) * Complex.I))
```

The angular power spectrum is $|c_m|^2$, a real number for each $m$.

```lean
/-- The angular power spectrum `|c_m|²`. -/
def powerSpectrum {n : ℕ} (θ : Fin n → ℝ) (m : ℤ) : ℝ := ‖coeff θ m‖ ^ 2
```

The angular bispectrum has two integer orders $m$ and $k$:

$$b_{m,k} = c_m\, c_k\, \overline{c_{m+k}}.$$

The component $c_1^2\,\overline{c_2}$ is therefore $b_{1,1}$, written `bispectrum θ 1 1`.

```lean
/-- The angular bispectrum `c_m c_k conj(c_{m+k})`. -/
def bispectrum {n : ℕ} (θ : Fin n → ℝ) (m k : ℤ) : ℂ :=
  coeff θ m * coeff θ k * conj (coeff θ (m + k))
```

Two environments $\varphi$ and $\theta$ are congruent if a rotation by some angle $\alpha$, possibly after the reflection $\theta \mapsto -\theta$, carries the neighbours of one onto those of the other. The permutation $\sigma$ allows any relabelling of the neighbours, and the central atom stays fixed.

The definition compares the positions $e^{i\varphi_j}$, not the angles as real numbers. Requiring $\varphi_j = \theta_{\sigma(j)} + \alpha$ in $\mathbb{R}$ would be a mistake: adding $2\pi$ to a single angle moves no atom, yet it could make an environment incongruent to itself. A proof of non-congruence in that sense would say little about shape.

```lean
/-- Two environments are congruent if a rotation, possibly after a reflection, carries the
neighbour positions of one to those of the other, up to relabelling. -/
def Congruent {n : ℕ} (φ θ : Fin n → ℝ) : Prop :=
  ∃ (α : ℝ) (σ : Equiv.Perm (Fin n)),
    (∀ j, Complex.exp ((φ j : ℂ) * Complex.I)
      = Complex.exp (((θ (σ j) + α : ℝ) : ℂ) * Complex.I)) ∨
    (∀ j, Complex.exp ((φ j : ℂ) * Complex.I)
      = Complex.exp (((-θ (σ j) + α : ℝ) : ℂ) * Complex.I))
```

The two environments of interest have their neighbours on the corners of a regular octagon, at angles $k_j \pi/4$ with natural numbers $k_j$. These corner numbers are unrelated to the order $k$ in $b_{m,k}$.

```lean
/-- Neighbours at the angles `k_j π/4`. -/
def octagon (k : Fin 4 → ℕ) : Fin 4 → ℝ := fun j => (k j : ℝ) * (Real.pi / 4)
```

Environment A has $k_j \in \{0, 1, 3, 4\}$.

```lean
/-- The first environment: angles `0, 1, 3, 4` in units of `π/4`. -/
def envA : Fin 4 → ℝ := octagon ![0, 1, 3, 4]
```

Environment B has $k_j \in \{0, 1, 2, 5\}$.

```lean
/-- The second environment: angles `0, 1, 2, 5` in units of `π/4`. -/
def envB : Fin 4 → ℝ := octagon ![0, 1, 2, 5]
```

One octagon step corresponds to the phase factor $\omega = e^{i\pi/4}$, called `step` in the code. It satisfies $\omega^2 = i$, $\omega^4 = -1$ and $\omega^8 = 1$.

```lean
/-- The phase factor `exp(iπ/4)` of one octagon step. -/
def step : ℂ := Complex.exp (((Real.pi / 4 : ℝ) : ℂ) * Complex.I)
```

## (a) Relabelled neighbours give the same coefficients

**Task.** Show that if $e^{i\varphi_j} = e^{i\theta_{\sigma(j)}}$ for all $j$ and some permutation $\sigma$, then $\varphi$ and $\theta$ have the same $c_m$ for every integer $m$.

**Solution.** Because $m$ is an integer, $e^{im\varphi_j} = (e^{i\varphi_j})^m$, so each term depends only on the position of the neighbour. Hence

$$\sum_j e^{im\varphi_j} = \sum_j \left(e^{i\theta_{\sigma(j)}}\right)^m = \sum_j e^{im\theta_j},$$

where the last step reorders the sum.

In the proof, `Equiv.sum_comp` does the reordering and `Complex.exp_int_mul` turns each exponential into an integer power.

```lean
/-- Two environments whose neighbour positions agree up to a relabelling have the same coefficients.
-/
theorem coeff_relabel {n : ℕ} {φ θ : Fin n → ℝ} (σ : Equiv.Perm (Fin n))
    (h : ∀ j, Complex.exp ((φ j : ℂ) * Complex.I)
      = Complex.exp ((θ (σ j) : ℂ) * Complex.I)) (m : ℤ) :
    coeff φ m = coeff θ m := by
  unfold coeff
  rw [← Equiv.sum_comp σ (fun j => Complex.exp ((m : ℂ) * ((θ j : ℂ) * Complex.I)))]
  refine Finset.sum_congr rfl fun j _ => ?_
  rw [Complex.exp_int_mul, Complex.exp_int_mul, h]
```

## (b) A rotation multiplies each coefficient by a phase

**Task.** Find the coefficients after all angles are increased by $\alpha$.

**Solution.** The common factor comes out of the sum:

$$\sum_j e^{im(\theta_j + \alpha)} = e^{im\alpha} \sum_j e^{im\theta_j} = e^{im\alpha} c_m.$$

The Lean proof moves the factor into the sum with `Finset.mul_sum` and compares exponents term by term.

```lean
/-- Rotating the environment by `α` multiplies `c_m` by the phase `exp(i m α)`. -/
theorem coeff_rotate {n : ℕ} (θ : Fin n → ℝ) (α : ℝ) (m : ℤ) :
    coeff (fun j => θ j + α) m
      = Complex.exp ((m : ℂ) * ((α : ℂ) * Complex.I)) * coeff θ m := by
  unfold coeff
  rw [Finset.mul_sum]
  refine Finset.sum_congr rfl fun j _ => ?_
  rw [← Complex.exp_add]
  congr 1
  push_cast
  ring
```

## (c) The bispectrum is rotation invariant

**Task.** Show that $b_{m,k}$ does not change under a rotation.

**Solution.** By (b), the rotated component is

$$e^{im\alpha} c_m \; e^{ik\alpha} c_k \; \overline{e^{i(m+k)\alpha} c_{m+k}} = e^{i(m + k - (m+k))\alpha}\, b_{m,k} = b_{m,k}.$$

The auxiliary statement `h` says that the product of the three phases is 1. The final `linear_combination` multiplies it by the unrotated bispectrum.

```lean
/-- The bispectrum is invariant under rotations of the environment. -/
theorem bispectrum_rotate {n : ℕ} (θ : Fin n → ℝ) (α : ℝ) (m k : ℤ) :
    bispectrum (fun j => θ j + α) m k = bispectrum θ m k := by
  -- the three phases cancel
  have h : Complex.exp ((m : ℂ) * ((α : ℂ) * Complex.I))
      * Complex.exp ((k : ℂ) * ((α : ℂ) * Complex.I))
      * conj (Complex.exp (((m + k : ℤ) : ℂ) * ((α : ℂ) * Complex.I))) = 1 := by
    rw [← Complex.exp_conj, ← Complex.exp_add, ← Complex.exp_add]
    refine Eq.trans ?_ Complex.exp_zero
    congr 1
    simp only [map_mul, map_intCast, Complex.conj_ofReal, Complex.conj_I]
    push_cast
    ring
  simp only [bispectrum, coeff_rotate, map_mul]
  linear_combination (coeff θ m * coeff θ k * conj (coeff θ (m + k))) * h
```

## (d) A reflection conjugates the bispectrum

**Task.** Find the bispectrum after $\theta_j \mapsto -\theta_j$.

**Solution.** Since $m\theta_j$ is real, $e^{-im\theta_j} = \overline{e^{im\theta_j}}$. Summing over $j$ shows that every coefficient $c_m$ becomes $\overline{c_m}$. The bispectrum is a product of coefficients and a conjugated coefficient, so

$$b_{m,k} \mapsto \overline{c_m}\;\overline{c_k}\; c_{m+k} = \overline{b_{m,k}}.$$

The statement `h` in the proof is the rule for a single coefficient, for every order `l`.

```lean
/-- Reflecting the environment conjugates its bispectrum. -/
theorem bispectrum_reflect {n : ℕ} (θ : Fin n → ℝ) (m k : ℤ) :
    bispectrum (fun j => -θ j) m k = conj (bispectrum θ m k) := by
  have h : ∀ l : ℤ, coeff (fun j => -θ j) l = conj (coeff θ l) := by
    intro l
    unfold coeff
    rw [map_sum]
    refine Finset.sum_congr rfl fun j _ => ?_
    rw [← Complex.exp_conj]
    congr 1
    simp only [map_mul, map_intCast, Complex.conj_ofReal, Complex.conj_I]
    push_cast
    ring
  simp only [bispectrum, h, map_mul]
```

## (e) Octagon coefficients are sums of powers

**Task.** Express $c_m$ for neighbours at the angles $k_j\pi/4$ through $z = \omega^m$.

**Solution.** Each term is $e^{imk_j\pi/4} = (\omega^m)^{k_j}$, so

$$c_m = \sum_j z^{k_j}.$$

This turns the comparison of A and B into algebra with one complex number.

```lean
/-- On the octagon, `c_m` is a sum of powers of `exp(iπ/4)^m`. -/
theorem coeff_octagon (k : Fin 4 → ℕ) (m : ℤ) :
    coeff (octagon k) m = ∑ j, (step ^ m) ^ k j := by
  unfold coeff octagon step
  refine Finset.sum_congr rfl fun j _ => ?_
  rw [← Complex.exp_int_mul, ← Complex.exp_nat_mul]
  congr 1
  push_cast
  ring
```

## (f) The two power spectra agree at every integer order

**Task.** Show that $|c_m|^2$ is the same for A and B for every integer $m$.

**Solution.** With $z = \omega^m$, part (e) gives

$$c_m^A = 1 + z + z^3 + z^4, \qquad c_m^B = 1 + z + z^2 + z^5.$$

Since $z^8 = \omega^{8m} = 1$, we have $|z| = 1$. Thus $z\bar z = 1$, and multiplying by $z^7$ gives $\bar z = z^7$. The conjugates of $z^2, z^3, z^4, z^5$ are then $z^6, z^5, z^4, z^3$, and

$$|c_m^A|^2 = (1 + z + z^3 + z^4)(1 + z^7 + z^5 + z^4),$$

$$|c_m^B|^2 = (1 + z + z^2 + z^5)(1 + z^7 + z^6 + z^3).$$

Multiplying out and subtracting, most terms cancel:

$$|c_m^A|^2 - |c_m^B|^2 = z^4 + z^{10} - z^2 - z^{12} = (z^2 - z^4)(z^8 - 1) = 0.$$

Reduced with $z^8 = 1$, both squared moduli equal

$$4 + 2(z + z^7) + (z^2 + z^6) + 2(z^3 + z^5) + 2z^4.$$

Geometrically, the two environments have the same list of angles between pairs of neighbours: $45^\circ$ twice, $90^\circ$ once, $135^\circ$ twice and $180^\circ$ once. The power spectrum depends on nothing else.

The proof follows the same route. `h8` is $z^8 = 1$, `hA` and `hB` are the two polynomials, and `generalize` replaces `step ^ m` by a variable `z` of which only `h8` is kept. Then `hy` is $\bar z = z^7$, and `h2` to `h5` reduce the higher powers. The identity `key` is closed by the factor $z^2 - z^4$ found above, and the last lines translate $c\,\bar c$ back into the squared norm.

```lean
/-- The two environments have the same power spectrum at every integer order. -/
theorem powerSpectrum_eq (m : ℤ) : powerSpectrum envA m = powerSpectrum envB m := by
  have h8 : (step ^ m) ^ 8 = 1 := by
    unfold step
    rw [← Complex.exp_int_mul, ← Complex.exp_nat_mul]
    refine Eq.trans ?_ (Complex.exp_int_mul_two_pi_mul_I m)
    congr 1
    push_cast
    ring
  have hA : coeff envA m = 1 + step ^ m + (step ^ m) ^ 3 + (step ^ m) ^ 4 := by
    rw [envA, coeff_octagon]
    simp [Fin.sum_univ_four]
  have hB : coeff envB m = 1 + step ^ m + (step ^ m) ^ 2 + (step ^ m) ^ 5 := by
    rw [envB, coeff_octagon]
    simp [Fin.sum_univ_four]
  unfold powerSpectrum
  rw [hA, hB]
  generalize step ^ m = z at h8 ⊢
  have hn : ‖z‖ = 1 := by
    have h : ‖z‖ ^ 8 = 1 := by rw [← norm_pow, h8, norm_one]
    exact (pow_eq_one_iff_of_nonneg (norm_nonneg z) (by norm_num)).mp h
  have hc : z * conj z = 1 := by
    rw [Complex.mul_conj, Complex.normSq_eq_norm_sq, hn]
    norm_num
  -- conjugation is the seventh power
  have hy : conj z = z ^ 7 := by linear_combination z ^ 7 * hc - conj z * h8
  have h2 : (z ^ 7) ^ 2 = z ^ 6 := by linear_combination z ^ 6 * h8
  have h3 : (z ^ 7) ^ 3 = z ^ 5 := by linear_combination z ^ 5 * (z ^ 8 + 1) * h8
  have h4 : (z ^ 7) ^ 4 = z ^ 4 := by
    linear_combination z ^ 4 * (z ^ 16 + z ^ 8 + 1) * h8
  have h5 : (z ^ 7) ^ 5 = z ^ 3 := by
    linear_combination z ^ 3 * (z ^ 24 + z ^ 16 + z ^ 8 + 1) * h8
  have key : (1 + z + z ^ 3 + z ^ 4) * conj (1 + z + z ^ 3 + z ^ 4)
      = (1 + z + z ^ 2 + z ^ 5) * conj (1 + z + z ^ 2 + z ^ 5) := by
    simp only [map_add, map_one, map_pow, hy]
    rw [h2, h3, h4, h5]
    linear_combination (z ^ 2 - z ^ 4) * h8
  rw [Complex.mul_conj, Complex.mul_conj, Complex.normSq_eq_norm_sq,
    Complex.normSq_eq_norm_sq] at key
  exact_mod_cast key
```

## (g) The component $c_1^2\,\overline{c_2}$ is $-4$ for A and $4$ for B

**Task.** Compute $b_{1,1}$ for both environments.

**Solution.** For A, the terms $1$ and $\omega^4 = -1$ cancel in $c_1$, which leaves

$$c_1^A = \omega + \omega^3 = (1 + i)\,\omega, \qquad c_2^A = 1 + i + i^3 + i^4 = 2.$$

With $(1+i)^2 = 2i$ and $\omega^2 = i$,

$$b_{1,1}^A = 2i \cdot i \cdot 2 = -4.$$

For B, $\omega^5 = -\omega$ cancels the term $\omega$, so

$$c_1^B = 1 + \omega^2 = 1 + i, \qquad c_2^B = 1 + i + i^2 + i^5 = 2i,$$

$$b_{1,1}^B = 2i \cdot \overline{2i} = 2i \cdot (-2i) = 4.$$

As (f) requires, the moduli agree: $|c_1|^2 = 2$ and $|c_2|^2 = 4$ in both cases. The individual phases change under a rotation, but the combination $2\arg c_1 - \arg c_2$ (modulo $2\pi$) does not. It is $\pi$ for A and $0$ for B.

In the code, `hI` is $i^2 = -1$, `hw` is $\omega^2 = i$, `h4` is $\omega^4 = -1$, and `a1`, `a2`, `b1`, `b2` are the four coefficients. Each `linear_combination` records which multiples of these relations reduce the expression to its final value.

```lean
/-- The component `c_1² conj(c_2)` is `-4` for the first environment and `4` for the second. -/
theorem bispectrum_values : bispectrum envA 1 1 = -4 ∧ bispectrum envB 1 1 = 4 := by
  have hI : Complex.I ^ 2 = -1 := Complex.I_sq
  have hw : step ^ 2 = Complex.I := by
    have h : ((2 : ℕ) : ℂ) * (((Real.pi / 4 : ℝ) : ℂ) * Complex.I)
        = ((Real.pi / 2 : ℝ) : ℂ) * Complex.I := by
      push_cast
      ring
    rw [step, ← Complex.exp_nat_mul, h, Complex.exp_mul_I, ← Complex.ofReal_cos,
      ← Complex.ofReal_sin, Real.cos_pi_div_two, Real.sin_pi_div_two]
    simp
  have hz : step ^ (1 + 1 : ℤ) = Complex.I := by
    rw [show (1 + 1 : ℤ) = ((2 : ℕ) : ℤ) from rfl, zpow_natCast, hw]
  have h4 : step ^ 4 = -1 := by linear_combination (step ^ 2 + Complex.I) * hw + hI
  have a1 : coeff envA 1 = (1 + Complex.I) * step := by
    rw [envA, coeff_octagon, zpow_one]
    simp only [Fin.sum_univ_four, Matrix.cons_val]
    linear_combination step * hw + h4
  have a2 : coeff envA (1 + 1) = 2 := by
    rw [envA, coeff_octagon, hz]
    simp only [Fin.sum_univ_four, Matrix.cons_val]
    linear_combination (Complex.I + Complex.I ^ 2 - 1) * hI
  have b1 : coeff envB 1 = 1 + Complex.I := by
    rw [envB, coeff_octagon, zpow_one]
    simp only [Fin.sum_univ_four, Matrix.cons_val]
    linear_combination hw + step * h4
  have b2 : coeff envB (1 + 1) = 2 * Complex.I := by
    rw [envB, coeff_octagon, hz]
    simp only [Fin.sum_univ_four, Matrix.cons_val]
    linear_combination (1 + Complex.I ^ 3 - Complex.I) * hI
  constructor
  · rw [bispectrum, a1, a2]
    simp only [map_ofNat]
    linear_combination 2 * (1 + Complex.I) ^ 2 * hw + (2 * Complex.I + 4) * hI
  · rw [bispectrum, b1, b2]
    simp only [map_mul, Complex.conj_I, map_ofNat]
    linear_combination (-2 * Complex.I - 4) * hI
```

## (h) The two environments are not congruent

**Task.** Show that no rotation, reflection or relabelling turns A into B, and combine this with (f) and (g).

**Solution.** Suppose that B is congruent to A.

- If a rotation by $\alpha$ is enough, then by (a) B has the same coefficients as the rotated A, and hence the same bispectrum. By (c) this is the bispectrum of A itself, so $4 = -4$, a contradiction.
- If a reflection comes first, (c) and (d) give $b_{1,1}^B = \overline{b_{1,1}^A}$. Since $-4$ is real, this again reads $4 = -4$.

The theorem `bispectrum_separates` joins four statements: equal power spectra for all integers $m$, the value $-4$ for A, the value $4$ for B, and `¬ Congruent envB envA`. The `rintro` pattern splits the assumed congruence into the two cases above. In each, `hc` applies (a), `hb` carries the equality over to the bispectrum, and `norm_num` refutes $4 = -4$.

```lean
/-- The two environments share the whole power spectrum, differ in the bispectrum component
`c_1² conj(c_2)`, and are not congruent. -/
theorem bispectrum_separates :
    (∀ m : ℤ, powerSpectrum envA m = powerSpectrum envB m) ∧
      bispectrum envA 1 1 = -4 ∧ bispectrum envB 1 1 = 4 ∧ ¬ Congruent envB envA := by
  obtain ⟨hA, hB⟩ := bispectrum_values
  refine ⟨powerSpectrum_eq, hA, hB, ?_⟩
  rintro ⟨α, σ, h | h⟩
  · -- a rotation would preserve the bispectrum
    have hc : ∀ m, coeff envB m = coeff (fun j => envA j + α) m :=
      fun m => coeff_relabel σ h m
    have hb : bispectrum envB 1 1 = bispectrum (fun j => envA j + α) 1 1 := by
      simp only [bispectrum, hc]
    rw [bispectrum_rotate envA α, hA, hB] at hb
    norm_num at hb
  · -- a reflection would conjugate it, which leaves the real value -4 unchanged
    have hc : ∀ m, coeff envB m = coeff (fun j => -envA j + α) m :=
      fun m => coeff_relabel σ h m
    have hb : bispectrum envB 1 1 = bispectrum (fun j => -envA j + α) 1 1 := by
      simp only [bispectrum, hc]
    rw [bispectrum_rotate (fun j => -envA j) α, bispectrum_reflect, hA, hB] at hb
    simp only [map_neg, map_ofNat] at hb
    norm_num at hb

end

end BispectrumSeparatesEnvironments
```

```lean
#print axioms BispectrumSeparatesEnvironments.bispectrum_separates
-- 'BispectrumSeparatesEnvironments.bispectrum_separates' depends on axioms: [propext, Classical.choice, Quot.sound]
```

For interatomic potentials, this means that a model whose only input is this angular power spectrum must assign the same site energy to the central atom of A and to that of B, in the planar setting of identical neighbours at one fixed distance. The theorem concerns a single pair of environments. It does not say that the bispectrum distinguishes every pair of incongruent environments, and it does not treat descriptors with radial resolution or several species.

The argument in (h) uses little about the octagon. For any two environments with the same number of neighbours on the unit circle, it is enough to find one component $b_{m,k}$ of the first that equals neither $b_{m,k}$ of the second nor its complex conjugate; the two are then incongruent by the same reasoning.
